# The model-space weight of an eigenvector from the slope of its self-energy

After an energy-dependent effective Hamiltonian has been solved in a small model space, its normalised eigenvector $u$ must in general be rescaled to give populations in the full state, because part of that state can lie outside. The outer part need not be constructed for this. Let the full state be an eigenvector of the full Hamiltonian with real energy $E$, and let the two blocks that couple the spaces be adjoint to each other. If the outer block is Hermitian and $E$ is not one of its eigenvalues, the fraction of the state inside the model space is $1/(1-s)$, where $s$ is the slope at $E$ of the expectation value of the self-energy in the fixed vector $u$.

In electronic structure this applies when a finite set of outer orbitals or configurations, in an orthonormal basis, is folded into a smaller set. A true continuum of outer states, with its decay widths, is not covered, and neither is the search for the self-consistent energy.

## A finite Hamiltonian in two coupled blocks

Let the model space have basis `m` and the outer space basis `n`, both finite. The Hamiltonian has model block $A$, outer block $C$ and coupling $B$, with the adjoint $B^*$ (`Bᴴ` in Lean) in the lower left corner:

$$H=\begin{pmatrix}A&B\\B^*&C\end{pmatrix}.$$

```lean
import Mathlib

open Matrix Filter Topology

namespace EnergyDependentPartitioning

noncomputable section

variable {m n : Type*} [Fintype m] [Fintype n] [DecidableEq n]
  {A : Matrix m m ℂ} {B : Matrix m n ℂ} {C : Matrix n n ℂ} {E : ℝ}
```

Only real eigenvalues are needed here, so the definition is restricted to real $E$, even for a matrix that is not Hermitian.

```lean
/-- The real energy `E` is an eigenvalue of `M`: some nonzero vector satisfies `M v = E v`. -/
def IsEigenvalue {k : Type*} [Fintype k] (M : Matrix k k ℂ) (E : ℝ) : Prop :=
  ∃ v : k → ℂ, v ≠ 0 ∧ M *ᵥ v = (E : ℂ) • v
```

The adjoint coupling is built into the definition of $H$. Hermiticity of $A$ and $C$ is not, and enters only where it is used.

```lean
/-- The Hamiltonian with model block `A`, outer block `C` and coupling `B`. -/
def hamiltonian (A : Matrix m m ℂ) (B : Matrix m n ℂ) (C : Matrix n n ℂ) :
    Matrix (m ⊕ n) (m ⊕ n) ℂ :=
  fromBlocks A B Bᴴ C
```

The resolvent of the outer block is $G(E)=(E-C)^{-1}$, and the self-energy is $S(E)=B\,G(E)\,B^*$.

```lean
/-- The resolvent `(E - C)⁻¹` of the outer block. -/
def greenMatrix (C : Matrix n n ℂ) (E : ℝ) : Matrix n n ℂ :=
  ((E : ℂ) • (1 : Matrix n n ℂ) - C)⁻¹

/-- The energy-dependent self-energy `S(E) = B (E - C)⁻¹ B*`. -/
def selfEnergy (B : Matrix m n ℂ) (C : Matrix n n ℂ) (E : ℝ) : Matrix m m ℂ :=
  B * greenMatrix C E * Bᴴ
```

A state is a pair $(u,w)$ of amplitude vectors, written `Sum.elim u w`. Its squared norm is `population`.

```lean
/-- The squared norm of a vector of amplitudes. -/
def population {k : Type*} [Fintype k] (v : k → ℂ) : ℝ := ∑ i, ‖v i‖ ^ 2
```

The function to be differentiated is $f(E)=\mathrm{Re}\,\langle u,S(E)u\rangle$, with $u$ held fixed. For Hermitian $C$ the expectation value is already real, so taking the real part loses nothing.

```lean
/-- The real part of the expectation value `⟨u, S(E) u⟩`, as a function of `E`. -/
def levelShift (B : Matrix m n ℂ) (C : Matrix n n ℂ) (u : m → ℂ) (E : ℝ) : ℝ :=
  (star u ⬝ᵥ selfEnergy B C E *ᵥ u).re
```

The model weight is $\|u\|^2/(\|u\|^2+\|w\|^2)$, so the full state need not be normalised.

```lean
/-- The fraction of the squared norm of a state that lies in the model space. -/
def modelWeight (ψ : m ⊕ n → ℂ) : ℝ := population (ψ ∘ Sum.inl) / population ψ
```

## The energy is not an eigenvalue of the outer block

Physically, no level of the isolated outer space is exactly resonant with $E$. The outer amplitudes then follow uniquely from the model ones. The equation $H(u,w)=E(u,w)$ has two rows:

$$Au+Bw=Eu,\qquad B^*u+Cw=Ew.$$

The second says $(E-C)w=B^*u$. Since $E-C$ is invertible, this is equivalent to $w=G(E)B^*u$. Inserting it in the first row gives

$$(A+S(E))u=Eu.$$

Each step can be reversed, so the full equation is equivalent to this effective equation together with the formula for $w$.

The hypothesis appears in Lean as `hE : ¬ IsEigenvalue C E`. It is first turned into a nonzero determinant, since $Cv=Ev$ with $v\neq0$ means that $E-C$ has a nontrivial kernel.

```lean
/-- `E` is an eigenvalue of `C` exactly when the determinant of `E - C` vanishes. -/
theorem isEigenvalue_iff_det :
    IsEigenvalue C E ↔ ((E : ℂ) • (1 : Matrix n n ℂ) - C).det = 0 := by
  rw [← exists_mulVec_eq_zero_iff]
  refine exists_congr fun v => and_congr_right fun _ => ?_
  rw [sub_mulVec, smul_mulVec, one_mulVec, sub_eq_zero]
  exact eq_comm
```

The determinant makes $G(E)$ an inverse from both sides. At an eigenvalue of $C$, Mathlib's matrix inverse is simply zero, and `greenMatrix` is no longer a resolvent.

```lean
/-- Away from the eigenvalues of `C`, the resolvent is a two-sided inverse of `E - C`. -/
theorem green_inverse (hE : ¬ IsEigenvalue C E) :
    greenMatrix C E * ((E : ℂ) • (1 : Matrix n n ℂ) - C) = 1 ∧
      ((E : ℂ) • (1 : Matrix n n ℂ) - C) * greenMatrix C E = 1 := by
  have h : IsUnit ((E : ℂ) • (1 : Matrix n n ℂ) - C).det :=
    isUnit_iff_ne_zero.mpr fun h0 => hE (isEigenvalue_iff_det.mpr h0)
  exact ⟨nonsing_inv_mul _ h, mul_nonsing_inv _ h⟩
```

In the next proof, `rows` splits the block equation and `outer` solves the second row. The left inverse gives one direction of `outer` and the right inverse the other. The last lines substitute $w$ in the model row.

```lean
/-- For `E` not an eigenvalue of `C`, the pair `(u, w)` solves the full Schrödinger equation
exactly when `u` solves the effective one and `w = (E - C)⁻¹ B* u`. -/
theorem schrodinger_iff_effective (hE : ¬ IsEigenvalue C E) {u : m → ℂ} {w : n → ℂ} :
    hamiltonian A B C *ᵥ Sum.elim u w = (E : ℂ) • Sum.elim u w ↔
      (A + selfEnergy B C E) *ᵥ u = (E : ℂ) • u ∧ w = greenMatrix C E *ᵥ (Bᴴ *ᵥ u) := by
  -- the two block rows
  have rows : hamiltonian A B C *ᵥ Sum.elim u w = (E : ℂ) • Sum.elim u w ↔
      A *ᵥ u + B *ᵥ w = (E : ℂ) • u ∧ Bᴴ *ᵥ u + C *ᵥ w = (E : ℂ) • w := by
    rw [hamiltonian, fromBlocks_mulVec]
    constructor
    · intro h
      exact ⟨funext fun i => congrFun h (Sum.inl i), funext fun j => congrFun h (Sum.inr j)⟩
    · rintro ⟨h1, h2⟩
      funext k
      cases k with
      | inl i => exact congrFun h1 i
      | inr j => exact congrFun h2 j
  -- the outer row determines the outer component
  have outer : Bᴴ *ᵥ u + C *ᵥ w = (E : ℂ) • w ↔ w = greenMatrix C E *ᵥ (Bᴴ *ᵥ u) := by
    have key : ((E : ℂ) • (1 : Matrix n n ℂ) - C) *ᵥ w = (E : ℂ) • w - C *ᵥ w := by
      rw [sub_mulVec, smul_mulVec, one_mulVec]
    constructor
    · intro h
      have h' := (eq_sub_of_add_eq h).trans key.symm
      rw [h', mulVec_mulVec, (green_inverse hE).1, one_mulVec]
    · intro h
      have h' : ((E : ℂ) • (1 : Matrix n n ℂ) - C) *ᵥ w = Bᴴ *ᵥ u := by
        rw [h, mulVec_mulVec, (green_inverse hE).2, one_mulVec]
      rw [key] at h'
      exact (eq_add_of_sub_eq h').symm
  rw [rows, outer]
  refine and_congr_left fun h => ?_
  rw [h, add_mulVec, selfEnergy, ← mulVec_mulVec, ← mulVec_mulVec]
```

The eigenvalues then correspond. If $(u,w)\neq0$ solves the full problem, $u$ cannot vanish, because $u=0$ would force $w=G(E)B^*0=0$. Conversely, a nonzero solution $u$ of the effective problem extends to $(u,G(E)B^*u)$, which is nonzero. The two halves of the proof are these two arguments.

```lean
/-- An energy `E` outside the spectrum of `C` is an eigenvalue of the full Hamiltonian exactly
when it is an eigenvalue of the effective Hamiltonian `A + S(E)`. -/
theorem isEigenvalue_iff_effective (hE : ¬ IsEigenvalue C E) :
    IsEigenvalue (hamiltonian A B C) E ↔ IsEigenvalue (A + selfEnergy B C E) E := by
  constructor
  · rintro ⟨ψ, hψ, h⟩
    rw [← Sum.elim_comp_inl_inr ψ] at h
    obtain ⟨h1, h2⟩ := (schrodinger_iff_effective hE).mp h
    refine ⟨_, fun h0 => hψ ?_, h1⟩
    rw [h0, mulVec_zero, mulVec_zero] at h2
    funext k
    cases k with
    | inl i => exact congrFun h0 i
    | inr j => exact congrFun h2 j
  · rintro ⟨u, hu, h⟩
    exact ⟨Sum.elim u (greenMatrix C E *ᵥ (Bᴴ *ᵥ u)),
      fun h0 => hu (funext fun i => congrFun h0 (Sum.inl i)),
      (schrodinger_iff_effective hE).mpr ⟨h, rfl⟩⟩
```

Without the hypothesis, states can be missed. Take one level in each space, with $A=0$, $B=0$ and $C=1$. The vector $(0,1)$ is an eigenvector of $H$ at $E=1$. The self-energy is zero at every other energy, and extending it by continuity to $E=1$ leaves the effective Hamiltonian equal to $0$, which does not have the eigenvalue $1$.

## The model block is Hermitian

This is the usual condition for a closed system, applied to the model space. It serves one purpose here: with $C$ also Hermitian and $E$ real, it makes $A+S(E)$ Hermitian. By hand, $(E-C)^*=E-C$ gives $G(E)^*=G(E)$, hence

$$S(E)^*=(B\,G(E)\,B^*)^*=B\,G(E)\,B^*=S(E).$$

The two proofs take the adjoint of the inverse and then of the triple product.

```lean
/-- At real energy the resolvent of a Hermitian block is Hermitian. -/
theorem green_hermitian (hC : C.IsHermitian) (E : ℝ) :
    (greenMatrix C E)ᴴ = greenMatrix C E := by
  have h : ((E : ℂ) • (1 : Matrix n n ℂ) - C)ᴴ = (E : ℂ) • (1 : Matrix n n ℂ) - C := by
    simp [conjTranspose_sub, conjTranspose_smul, hC.eq]
  rw [greenMatrix, conjTranspose_nonsing_inv, h]

omit [Fintype m] in
/-- For Hermitian `A` and `C` the effective Hamiltonian `A + S(E)` is Hermitian. -/
theorem effective_hermitian (hA : A.IsHermitian) (hC : C.IsHermitian) (B : Matrix m n ℂ)
    (E : ℝ) : (A + selfEnergy B C E).IsHermitian := by
  refine hA.add ?_
  rw [IsHermitian, selfEnergy, conjTranspose_mul, conjTranspose_mul,
    conjTranspose_conjTranspose, green_hermitian hC, Matrix.mul_assoc]
```

If $A$ is not Hermitian, the effective Hamiltonian need not be either: $A=i$ with $B=0$ shows this. The partitioning, the slope and the weight formula do not use the condition.

## The outer block is Hermitian and the energy is real

A Hermitian $C$ describes outer levels without loss or gain. The condition turns a slope into a squared norm. Let $x$ be a real energy that, like $E$, is not an eigenvalue of $C$. Then

$$G(x)-G(E)=G(x)\big[(E-C)-(x-C)\big]G(E)=-(x-E)\,G(x)G(E).$$

This identity needs only the two inverses. The Lean calculation inserts them in the same places.

```lean
/-- The resolvent identity `G(x) - G(E) = -(x - E) G(x) G(E)`, for `x` and `E` not eigenvalues of
`C`. -/
theorem green_sub {x : ℝ} (hx : ¬ IsEigenvalue C x) (hE : ¬ IsEigenvalue C E) :
    greenMatrix C x - greenMatrix C E =
      (-((x - E : ℝ) : ℂ)) • (greenMatrix C x * greenMatrix C E) := by
  calc greenMatrix C x - greenMatrix C E
      = greenMatrix C x * (((E : ℂ) • (1 : Matrix n n ℂ) - C) * greenMatrix C E)
        - (greenMatrix C x * ((x : ℂ) • (1 : Matrix n n ℂ) - C)) * greenMatrix C E := by
        rw [(green_inverse hx).1, (green_inverse hE).2, mul_one, one_mul]
    _ = _ := by
        push_cast
        simp only [sub_mul, mul_sub, smul_mul_assoc, mul_smul_comm, one_mul, mul_one, mul_assoc]
        module
```

Now put $b=B^*u$, so that $f(x)=\mathrm{Re}\,\langle b,G(x)b\rangle$. For $x\neq E$ near $E$,

$$\frac{f(x)-f(E)}{x-E}=-\mathrm{Re}\,\langle b,G(x)G(E)b\rangle.$$

The determinant of $x-C$ is continuous and nonzero at $E$, so it stays nonzero nearby, and $G(x)$, the adjugate divided by the determinant, is continuous at $E$. Letting $x\to E$ and using $G(E)^*=G(E)$,

$$f'(E)=-\mathrm{Re}\,\langle b,G(E)G(E)b\rangle=-\langle G(E)b,G(E)b\rangle=-\|w\|^2,$$

with $w=G(E)B^*u$. This holds for every $u$, whether or not it solves the effective equation.

In the proof, `hform` rewrites $f$ in terms of $b$, `hG` is the continuity of the resolvent, and `hval` is the step where Hermiticity moves one factor $G(E)$ to the left of the inner product. The limit is `hlim`, and `hdiff` is the difference quotient multiplied out.

```lean
/-- For Hermitian `C` and `E` not an eigenvalue of `C`, the slope of `⟨u, S(E) u⟩` is minus the
squared norm of `(E - C)⁻¹ B* u`. -/
theorem hasDerivAt_levelShift (hC : C.IsHermitian) (hE : ¬ IsEigenvalue C E) (u : m → ℂ) :
    HasDerivAt (levelShift B C u) (-population (greenMatrix C E *ᵥ (Bᴴ *ᵥ u))) E := by
  obtain ⟨b, hb⟩ : ∃ b, b = Bᴴ *ᵥ u := ⟨_, rfl⟩
  have hform : ∀ x, levelShift B C u x = (star b ⬝ᵥ greenMatrix C x *ᵥ b).re := by
    intro x
    rw [hb, levelShift, selfEnergy, ← mulVec_mulVec, ← mulVec_mulVec,
      dotProduct_mulVec (star u) B, star_mulVec, conjTranspose_conjTranspose]
  rw [← hb]
  -- the resolvent is continuous at `E`
  have hdet : ((E : ℂ) • (1 : Matrix n n ℂ) - C).det ≠ 0 :=
    fun h => hE (isEigenvalue_iff_det.mpr h)
  have hM : Continuous fun x : ℝ => (x : ℂ) • (1 : Matrix n n ℂ) - C :=
    (Complex.continuous_ofReal.smul continuous_const).sub continuous_const
  have hG : ContinuousAt (greenMatrix C) E := by
    have h : greenMatrix C = fun x : ℝ => ((x : ℂ) • (1 : Matrix n n ℂ) - C).det⁻¹ •
        ((x : ℂ) • (1 : Matrix n n ℂ) - C).adjugate := by
      funext x
      rw [greenMatrix, inv_def, Ring.inverse_eq_inv']
    rw [h]
    exact (hM.matrix_det.continuousAt.inv₀ hdet).smul hM.matrix_adjugate.continuousAt
  have hs : Continuous fun N : Matrix n n ℂ => star b ⬝ᵥ N *ᵥ (greenMatrix C E *ᵥ b) := by
    generalize greenMatrix C E *ᵥ b = c
    simp only [mulVec, dotProduct]
    exact continuous_finsetSum _ fun i _ => continuous_const.mul
      (continuous_finsetSum _ fun j _ => (continuous_id.matrix_elem i j).mul continuous_const)
  -- Hermiticity turns the limiting matrix element into a squared norm
  have hval : (star b ⬝ᵥ greenMatrix C E *ᵥ (greenMatrix C E *ᵥ b)).re
      = population (greenMatrix C E *ᵥ b) := by
    have h : star b ᵥ* greenMatrix C E = star (greenMatrix C E *ᵥ b) := by
      rw [star_mulVec, green_hermitian hC]
    rw [dotProduct_mulVec, h, dotProduct, Complex.re_sum, population]
    refine Finset.sum_congr rfl fun i _ => ?_
    rw [Complex.sq_norm, Complex.normSq_apply]
    simp [Complex.mul_re]
  have hlim : Tendsto
      (fun x => -(star b ⬝ᵥ greenMatrix C x *ᵥ (greenMatrix C E *ᵥ b)).re)
      (𝓝[≠] E) (𝓝 (-population (greenMatrix C E *ᵥ b))) := by
    rw [← hval]
    exact (((Complex.continuous_re.comp hs).neg.tendsto (greenMatrix C E)).comp
      hG.tendsto).mono_left nhdsWithin_le_nhds
  rw [hasDerivAt_iff_tendsto_slope]
  refine hlim.congr' ?_
  -- the difference quotient, by the resolvent identity
  have hev := hM.matrix_det.continuousAt.eventually_ne hdet
  filter_upwards [nhdsWithin_le_nhds hev, self_mem_nhdsWithin] with x hx hxE
  have hx' : ¬ IsEigenvalue C x := fun h => hx (isEigenvalue_iff_det.mp h)
  have hne : x - E ≠ 0 := sub_ne_zero.mpr hxE
  have hdiff : levelShift B C u x - levelShift B C u E =
      (x - E) * -(star b ⬝ᵥ greenMatrix C x *ᵥ (greenMatrix C E *ᵥ b)).re := by
    rw [hform, hform, ← Complex.sub_re, ← dotProduct_sub, ← sub_mulVec, green_sub hx' hE,
      smul_mulVec, dotProduct_smul, ← mulVec_mulVec, smul_eq_mul, ← Complex.ofReal_neg,
      Complex.re_ofReal_mul]
    ring
  rw [slope_def_field, hdiff]
  exact (mul_div_cancel_left₀ _ hne).symm
```

A lossy or amplifying outer level can break the formula. Take $A=-i/2$, $B=1$, $C=2i$ and $E=0$. The vector $(1,i/2)$ satisfies $H(1,i/2)=0$, and its model weight is $1/(1+1/4)=4/5$. But

$$f(E)=\mathrm{Re}\,\frac{1}{E-2i}=\frac{E}{E^2+4},\qquad f'(0)=\frac14,$$

so $1/(1-f'(0))=4/3$, which exceeds one. The slope even has the wrong sign.

The real energy, fixed by the type `E : ℝ`, matters for the same reason: at a complex energy $z$ the adjoint of the resolvent of a Hermitian $C$ is $G(\bar z)$, not $G(z)$.

## The model part has unit norm

This is the normalisation that an eigensolver for the effective problem usually returns. It can always be arranged, since the model part of an eigenvector is nonzero when $E$ is not an eigenvalue of $C$. The squared norms of the two parts add, so for an eigenvector $(u,w)$ with $\|u\|=1$,

$$\frac{\|u\|^2}{\|u\|^2+\|w\|^2}=\frac{1}{1+\|w\|^2}=\frac{1}{1-f'(E)}.$$

In Lean, `hu` is the normalisation and `h` the full eigenvalue equation. The proof extracts $w=G(E)B^*u$ from `h`, replaces the derivative by $-\|w\|^2$, and splits the norm with `hsum`.

```lean
/-- Let `C` be Hermitian and `E` not an eigenvalue of `C`. For an eigenvector `(u, w)` of the full
Hamiltonian with eigenvalue `E` and unit model part `u`, the model-space weight is `1 / (1 -
slope)`, where the slope is that of `⟨u, S(E) u⟩` at the eigenvalue. -/
theorem modelWeight_eq (hC : C.IsHermitian) (hE : ¬ IsEigenvalue C E) {u : m → ℂ} {w : n → ℂ}
    (hu : population u = 1)
    (h : hamiltonian A B C *ᵥ Sum.elim u w = (E : ℂ) • Sum.elim u w) :
    modelWeight (Sum.elim u w) = 1 / (1 - deriv (levelShift B C u) E) := by
  obtain ⟨-, hw⟩ := (schrodinger_iff_effective hE).mp h
  have hsum : population (Sum.elim u w) = population u + population w := by
    simp [population, Fintype.sum_sum_type]
  rw [(hasDerivAt_levelShift hC hE u).deriv, ← hw, modelWeight, Sum.elim_comp_inl, hsum, hu,
    sub_neg_eq_add]

end

end EnergyDependentPartitioning
```

```lean
#print axioms EnergyDependentPartitioning.isEigenvalue_iff_effective
#print axioms EnergyDependentPartitioning.effective_hermitian
#print axioms EnergyDependentPartitioning.modelWeight_eq
```

```
'EnergyDependentPartitioning.isEigenvalue_iff_effective' depends on axioms: [propext, Classical.choice, Quot.sound]
'EnergyDependentPartitioning.effective_hermitian' depends on axioms: [propext, Classical.choice, Quot.sound]
'EnergyDependentPartitioning.modelWeight_eq' depends on axioms: [propext, Classical.choice, Quot.sound]
```

For a numerical case, take $A=1$, $B=2$, $C=4$. The matrix has trace $5$ and determinant $0$, so its eigenvalues are $5$ and $0$. With $u=1$,

$$f(E)=\frac{4}{E-4},\qquad f'(E)=-\frac{4}{(E-4)^2}.$$

- At $E=5$, the effective equation reads $1+4=5$. The outer amplitude is $w=2/(5-4)=2$, the slope is $-4$, and the weight is $1/5$.
- At $E=0$, it reads $1-1=0$. The outer amplitude is $w=2/(0-4)=-1/2$, the slope is $-1/4$, and the weight is $4/5$.

The two weights add to one, as they must for a single model level shared between two orthonormal eigenvectors.

The same case shows what the normalisation does. With $u=2$ at $E=5$, the slope becomes $-16$ and the formula would give $1/17$, although the weight is still $1/5$. For an unnormalised $u$, the numerator $1$ and the $1$ in the denominator must both be replaced by $\|u\|^2$, which gives $4/(4+16)=1/5$.
